# The rotationally invariant three-orbital Kanamori interaction as a function of particle number, spin and orbital momentum, with Hund ordering for J > 0

Put two electrons into three degenerate orbitals of an atom, a $p$ shell or the $t_{2g}$ part of a $d$ shell. Their Coulomb repulsion splits the fifteen possible states into multiplets. Which multiplet lies lowest, and by how much? For the Kanamori interaction with inter-orbital repulsion $U-2J$ and equal exchange and pair hopping $J$, the answer follows from an operator identity valid at every filling:

$$H=\frac{U-3J}{2}N(N-1)-2J\,\mathbf S^2-\frac J2\mathbf L^2+\frac52 JN .$$

Here $U$ is the repulsion of two electrons in one orbital, $J$ is the Hund exchange, $N$ is the particle number, and $\mathbf S$ and $\mathbf L$ are the total spin and orbital momentum with $\hbar=1$. For $t_{2g}$ orbitals $\mathbf L$ is an effective momentum, with $l=1$ for each electron. In DMFT, $H$ is a common choice for the local interaction of a three-orbital impurity. The identity then gives the interaction energies of the impurity levels when the orbitals are degenerate, spin-orbit coupling is absent and the bath is decoupled.

In Lean 4 with Mathlib:

```lean
import Mathlib

open Complex

namespace KanamoriMultiplets

noncomputable section

variable {A : Type*} [Ring A] [Algebra ℂ A]
```

## Electrons anticommute

Orbitals are labelled $i,j,k,l\in\{0,1,2\}$ and spins $s,t\in\{0,1\}$, with 0 for up. The operators live in any complex algebra `A`.

```lean
/-- Fermion operators for three orbitals and two spins: annihilators `c` anticommute among
themselves and have the canonical anticommutator with the creators `cd`. -/
structure CAR (c cd : Fin 3 → Fin 2 → A) : Prop where
  anti : ∀ i s j t, c i s * c j t + c j t * c i s = 0
  mixed : ∀ i s j t, c i s * cd j t + cd j t * c i s = if i = j ∧ s = t then 1 else 0
```

The field `anti` is the Pauli principle for annihilators, and `mixed` is the canonical relation with the creators `cd`. Nothing requires `cd` to be the adjoint of `c`, and no relation between creators is assumed.

Fermi statistics matter. If both anticommutators are replaced by commutators, two bosons in one spin-orbital have interaction expectation value $U$, whereas the formula gives $U-4J$. The value of the mixed anticommutator matters too: for Grassmann variables, where it is zero, the two sides differ by $(U-8J)N/2$.

## One J for exchange and pair hopping

```lean
/-- The Kronecker delta on orbitals. -/
def delta (i j : Fin 3) : ℂ := if i = j then 1 else 0

/-- The Kanamori tensor: repulsion `U - 2J`, exchange `J` and pair hopping `J`. -/
def kanamori (U J : ℂ) (i j k l : Fin 3) : ℂ :=
  (U - 2 * J) * (delta i k * delta j l) + J * (delta i l * delta j k)
    + J * (delta i j * delta k l)
```

The three terms are the inter-orbital repulsion $U'=U-2J$, the exchange and the pair hopping. With all indices equal they add up to $U$. The exchange and pair-hopping integrals are equal when the orbitals are real functions. Given that equality, $U'=U-2J$ expresses rotational symmetry among the orbitals. If $U'$ is changed alone, $H$ changes by a multiple of $N(N-1)$ and by the term $(U-U'-2J)\sum_i n_{i0}n_{i1}$, with $n_{is}=c^\dagger_{is}c_{is}$. This last term splits the two-electron singlet with $L=2$, so $H$ is then no longer a function of $N$, $\mathbf S^2$ and $\mathbf L^2$.

That the screened Coulomb integrals of a real ion have this form is assumed. Crystal-field splitting among the three orbitals and spin-orbit coupling are absent.

## The operators being compared

Define $E_{ij}=\sum_s c^\dagger_{is}c_{js}$ and $F_{st}=\sum_i c^\dagger_{is}c_{it}$. In the code these are `hop` and `flip`; despite the names, both include the diagonal densities.

```lean
variable (c cd : Fin 3 → Fin 2 → A)

/-- Transfer from orbital `j` to orbital `i`, summed over spin. -/
def hop (i j : Fin 3) : A := ∑ s, cd i s * c j s

/-- Transfer from spin `t` to spin `s`, summed over orbitals. -/
def flip (s t : Fin 2) : A := ∑ i, cd i s * c i t

/-- The particle number. -/
def number : A := ∑ i, hop c cd i i

/-- The squared total spin `S_x² + S_y² + S_z²`. -/
def spinSq : A :=
  ((1 / 2 : ℂ) • (flip c cd 0 1 + flip c cd 1 0)) ^ 2
    + ((I / 2) • (flip c cd 1 0 - flip c cd 0 1)) ^ 2
    + ((1 / 2 : ℂ) • (flip c cd 0 0 - flip c cd 1 1)) ^ 2

/-- The squared orbital angular momentum `∑ L_a²`, where `L_a` has the one-body matrix
`-i ε_abc`, written with cyclic orbital indices. -/
def orbitalSq : A :=
  ∑ a : Fin 3, ((-I) • (hop c cd (a + 1) (a + 2) - hop c cd (a + 2) (a + 1))) ^ 2

/-- The two-body interaction `(1/2) ∑ V_ijkl c†_is c†_jt c_lt c_ks`. -/
def interaction (U J : ℂ) : A :=
  (1 / 2 : ℂ) • ∑ i, ∑ j, ∑ k, ∑ l, kanamori U J i j k l •
    ∑ s, ∑ t, cd i s * cd j t * c l t * c k s
```

`spinSq` uses the Pauli matrices divided by two. In `orbitalSq` the indices `a + 1` and `a + 2` are taken modulo 3, so $L_a=-i(E_{a+1,a+2}-E_{a+2,a+1})$, which is the one-body matrix $-i\epsilon_{abc}$. For $p$ orbitals this is the true orbital momentum; for $t_{2g}$ orbitals it is an effective one with $l=1$.

## Where anticommutation enters

**Normal ordering.** Exchange the two annihilators, then move $c_{ks}$ past $c^\dagger_{jt}$:

$$c^\dagger_{is}c^\dagger_{jt}c_{lt}c_{ks}=-c^\dagger_{is}c^\dagger_{jt}c_{ks}c_{lt}=c^\dagger_{is}c_{ks}c^\dagger_{jt}c_{lt}-\delta_{kj}\delta_{st}c^\dagger_{is}c_{lt}.$$

The spin sum is $E_{ik}E_{jl}-\delta_{kj}E_{il}$.

```lean
variable {c cd}

/-- For fermions, a spin-summed two-body term is a product of two orbital transfers minus a
one-body contraction. -/
theorem pair_sum (h : CAR c cd) (i j k l : Fin 3) :
    ∑ s, ∑ t, cd i s * cd j t * c l t * c k s
      = hop c cd i k * hop c cd j l - delta k j • hop c cd i l := by
  have order : ∀ s t, cd i s * cd j t * c l t * c k s = cd i s * c k s * (cd j t * c l t)
      - cd i s * (if k = j ∧ s = t then 1 else 0) * c l t := by
    intro s t
    calc _ = cd i s * c k s * (cd j t * c l t)
          - cd i s * (c k s * cd j t + cd j t * c k s) * c l t
          + cd i s * cd j t * (c l t * c k s + c k s * c l t) := by noncomm_ring
      _ = _ := by rw [h.mixed, h.anti, mul_zero, add_zero]
  simp only [order, hop, delta, Fin.sum_univ_two]
  by_cases hk : k = j
  · simp only [hk, true_and, Fin.isValue, zero_ne_one, one_ne_zero, if_true, if_false,
      mul_one, mul_zero, zero_mul, one_smul]
    noncomm_ring
  · simp only [hk, false_and, if_false, mul_zero, zero_mul, zero_smul]
    noncomm_ring
```

The step `order` writes each summand as the reordered product plus terms containing the two anticommutators, which `h.mixed` and `h.anti` then evaluate. A case split on `k = j` handles the delta.

**Orbital momentum.** Write $X=\sum_{ij}E_{ij}E_{ji}$ and $P=\sum_{ij}E_{ij}E_{ij}$. Squaring $L_a$ gives

$$\mathbf L^2=-\sum_a(E_{a+1,a+2}-E_{a+2,a+1})^2=\sum_{i\ne j}(E_{ij}E_{ji}-E_{ij}E_{ij})=X-P,$$

since the terms with $i=j$ cancel. No fermion relation is used, and accordingly the lemma has no `CAR` hypothesis.

```lean
/-- The squared orbital angular momentum is the difference of the exchange and pair-hopping
combinations of orbital transfers. -/
theorem orbitalSq_eq : orbitalSq c cd = (∑ i, ∑ j, hop c cd i j * hop c cd j i)
    - ∑ i, ∑ j, hop c cd i j * hop c cd i j := by
  have hI : (-I) * (-I) = (-1 : ℂ) := by rw [neg_mul_neg, I_mul_I]
  simp only [orbitalSq, pow_two, smul_mul_smul_comm, hI, Fin.sum_univ_three, Fin.isValue,
    Fin.reduceAdd, zero_add]
  simp only [mul_sub, sub_mul]
  module
```

**Exchange.** The summands of $\sum_{st}F_{st}F_{ts}$ and $X$ are

$$c^\dagger_{is}c_{it}c^\dagger_{jt}c_{js}=\delta_{ij}c^\dagger_{is}c_{js}-c^\dagger_{is}c^\dagger_{jt}c_{it}c_{js},$$
$$c^\dagger_{is}c_{js}c^\dagger_{jt}c_{it}=\delta_{st}c^\dagger_{is}c_{it}-c^\dagger_{is}c^\dagger_{jt}c_{js}c_{it}.$$

On addition the quartic terms cancel because annihilators anticommute. The first delta leaves a free spin sum and gives $2N$; the second leaves a free orbital sum and gives $3N$. Hence $\sum_{st}F_{st}F_{ts}+X=5N$.

```lean
/-- For fermions, the quadratic exchange sums over spins and over orbitals add up to five
times the particle number. -/
theorem exchange_sum (h : CAR c cd) :
    (∑ s, ∑ t, flip c cd s t * flip c cd t s) + ∑ i, ∑ j, hop c cd i j * hop c cd j i
      = (5 : ℂ) • number c cd := by
  have key : ∀ i j s t, cd i s * c i t * (cd j t * c j s) + cd i s * c j s * (cd j t * c i t)
      = cd i s * (if i = j then 1 else 0) * c j s
        + cd i s * (if s = t then 1 else 0) * c i t := by
    intro i j s t
    have h1 : c i t * cd j t + cd j t * c i t = if i = j then 1 else 0 := by
      simpa using h.mixed i t j t
    have h2 : c j s * cd j t + cd j t * c j s = if s = t then 1 else 0 := by
      simpa using h.mixed j s j t
    calc _ = cd i s * (c i t * cd j t + cd j t * c i t) * c j s
          + cd i s * (c j s * cd j t + cd j t * c j s) * c i t
          - cd i s * cd j t * (c i t * c j s + c j s * c i t) := by noncomm_ring
      _ = _ := by rw [h1, h2, h.anti, mul_zero, sub_zero]
  have hF : ∑ s, ∑ t, flip c cd s t * flip c cd t s
      = ∑ i, ∑ j, ∑ s, ∑ t, cd i s * c i t * (cd j t * c j s) := by
    simp only [flip, Finset.sum_mul_sum]
    simp only [Fin.sum_univ_two, Fin.sum_univ_three]
    abel
  rw [hF]
  simp only [hop, Finset.sum_mul_sum]
  simp only [← Finset.sum_add_distrib, key]
  simp only [number, hop, Fin.sum_univ_two, Fin.sum_univ_three, Fin.isValue, Fin.reduceEq,
    zero_ne_one, one_ne_zero, if_true, if_false, mul_one, mul_zero, zero_mul]
  module
```

This cancellation is `key`, while `hF` puts the sums in a common order.

**Spin.** The $x$ and $y$ components give $S_x^2+S_y^2=\tfrac12(F_{01}F_{10}+F_{10}F_{01})$. With $N=F_{00}+F_{11}$, the $z$ component gives $S_z^2=\tfrac12(F_{00}^2+F_{11}^2)-\tfrac14N^2$. Therefore

$$\mathbf S^2=\tfrac12\sum_{st}F_{st}F_{ts}-\tfrac14N^2=\tfrac52N-\tfrac12X-\tfrac14N^2 .$$

```lean
/-- The squared total spin of fermions in three orbitals, written through the number and
orbital transfers. -/
theorem spinSq_eq (h : CAR c cd) : spinSq c cd = (5 / 2 : ℂ) • number c cd
    - (1 / 2 : ℂ) • (∑ i, ∑ j, hop c cd i j * hop c cd j i)
    - (1 / 4 : ℂ) • (number c cd * number c cd) := by
  have hI : I / 2 * (I / 2) = (-1 / 4 : ℂ) := by linear_combination (1 / 4 : ℂ) * I_mul_I
  have hN : number c cd = flip c cd 0 0 + flip c cd 1 1 := by
    simp only [number, hop, flip, Fin.sum_univ_two, Fin.sum_univ_three]
    abel
  -- completeness of the Pauli matrices
  have hS : spinSq c cd = (1 / 2 : ℂ) • (∑ s, ∑ t, flip c cd s t * flip c cd t s)
      - (1 / 4 : ℂ) • (number c cd * number c cd) := by
    simp only [spinSq, pow_two, Fin.sum_univ_two, hN, smul_mul_smul_comm, hI, mul_add,
      add_mul, mul_sub, sub_mul]
    module
  rw [hS, eq_sub_of_add_eq (exchange_sum h)]
  module
```

The first equality is `hS`; the second substitutes `exchange_sum`.

## Where the tensor enters

Insert the three parts of $V_{ijkl}$ into the normal-ordered sum. The one-body contractions are $N$, $3N$ and $N$:

$$H=\tfrac12\left[(U-2J)(N^2-N)+J(X-3N)+J(P-N)\right].$$

Now use $P=X-\mathbf L^2$ and $X=5N-2\mathbf S^2-\tfrac12N^2$:

$$H=\tfrac12\left[(U-2J)N(N-1)+J(6N-N^2-4\mathbf S^2-\mathbf L^2)\right].$$

Writing $N^2=N(N-1)+N$ gives the stated identity.

```lean
/-- The Kanamori interaction of fermions in three orbitals is a function of particle number,
total spin and total orbital angular momentum. -/
theorem kanamori_multiplet (h : CAR c cd) (U J : ℂ) :
    interaction c cd U J = ((U - 3 * J) / 2) • (number c cd * (number c cd - 1))
      - (2 * J) • spinSq c cd - (J / 2) • orbitalSq c cd + (5 / 2 * J) • number c cd := by
  rw [spinSq_eq h, orbitalSq_eq, mul_sub, mul_one]
  -- contract the interaction tensor with the orbital transfers
  simp only [interaction, pair_sum h, kanamori, number]
  simp only [Fin.sum_univ_three]
  simp only [delta, Fin.isValue, Fin.reduceEq, if_true, if_false, mul_zero, mul_one,
    add_zero, zero_add, zero_smul, one_smul, sub_zero]
  simp only [mul_add, add_mul]
  module
```

The theorem holds for complex $U$ and $J$. Its proof rewrites $\mathbf S^2$ and $\mathbf L^2$ through `hop`, evaluates the deltas, and lets `module` compare coefficients.

## States with definite N, S and L

On a joint eigenvector with particle number $n$, spin $S$ and orbital momentum $L$, the operators become $n$, $S(S+1)$ and $L(L+1)$.

```lean
/-- The multiplet energy for particle number `n`, spin `S` and orbital momentum `L`. -/
def termEnergy (U J n S L : ℝ) : ℝ :=
  (U - 3 * J) * (n * (n - 1)) / 2 - 2 * J * (S * (S + 1)) - J / 2 * (L * (L + 1))
    + 5 / 2 * J * n

/-- The Kanamori interaction multiplies a fermion state of definite particle number, total
spin and orbital angular momentum by the multiplet energy. -/
theorem interaction_apply_term {V : Type*} [AddCommGroup V] [Module ℂ V]
    {c cd : Fin 3 → Fin 2 → Module.End ℂ V} (h : CAR c cd) (U J n S L : ℝ) (ψ : V)
    (hN : number c cd ψ = (n : ℂ) • ψ)
    (hS : spinSq c cd ψ = ((S : ℂ) * (S + 1)) • ψ)
    (hL : orbitalSq c cd ψ = ((L : ℂ) * (L + 1)) • ψ) :
    interaction c cd (U : ℂ) (J : ℂ) ψ = (termEnergy U J n S L : ℂ) • ψ := by
  rw [kanamori_multiplet h]
  simp only [LinearMap.add_apply, LinearMap.sub_apply, LinearMap.smul_apply,
    Module.End.mul_apply, Module.End.one_apply, map_sub, map_smul, hN, hS, hL, termEnergy]
  push_cast
  module
```

Here `A` is the algebra of linear operators on a complex vector space, and `hN`, `hS` and `hL` are the three eigenvalue equations. The proof applies the operator identity to `ψ` and substitutes them. For two electrons, the terms ${}^3P$, ${}^1D$ and ${}^1S$ have energies $U-3J$, $U-J$ and $U+2J$.

The equation for $\mathbf L^2$ is needed. Two electrons in orbital 0 form a singlet of mixed $L$, and for $J\ne0$ pair hopping carries them into orbitals 1 and 2, so this state is not an eigenvector of $H$.

## Positive J, a full step in spin, and L′ at most 2

Compare terms $(S,L)$ and $(S',L')$ at equal $n$, with energies $E$ and $E'$:

$$E'-E=J\left[2\{S(S+1)-S'(S'+1)\}-\tfrac12\{L'(L'+1)-L(L+1)\}\right].$$

If $S\ge S'+1$ and $S'\ge0$, the spin part is at least 4. If $0\le L'\le2$ and $L\ge0$, the orbital part subtracts at most 3. The bracket is therefore at least 1.

```lean
/-- Hund's first rule: for `J > 0` and equal particle number, a term whose spin is larger by at
least one has the lower energy, provided the other term has `L' ≤ 2`. -/
theorem hund_first_rule {U J n S S' L L' : ℝ} (hJ : 0 < J) (hS' : 0 ≤ S') (hS : S' + 1 ≤ S)
    (hL : 0 ≤ L) (hL' : 0 ≤ L') (hL2 : L' ≤ 2) :
    termEnergy U J n S L < termEnergy U J n S' L' := by
  have a : (S' + 1) * (S' + 2) ≤ S * (S + 1) := by nlinarith
  have b : L' * (L' + 1) ≤ 6 := by nlinarith
  have d : 0 ≤ L * (L + 1) := by positivity
  have q : 0 < 2 * (S * (S + 1) - S' * (S' + 1)) - (L' * (L' + 1) - L * (L + 1)) / 2 := by
    nlinarith
  have := mul_pos hJ q
  unfold termEnergy
  linarith
```

The bounds `a`, `b` and `d` are these estimates, `q` is the positive bracket, and `mul_pos` multiplies it by $J$.

At $J=0$ the two energies coincide. Spins at fixed particle number differ by integers, which is the physical content of `hS`; a gap of one half would not suffice, as $S=\tfrac12$, $L=0$ against $S'=0$, $L'=2$ shows. The bound on $L'$ holds for every term of a three-orbital shell, but enters here as a hypothesis. At $L'=3$ the inequality can fail: take $S=1$, $L=0$ and $S'=0$.

At equal spin only the orbital part remains, and larger $L$ lies lower.

```lean
/-- Hund's second rule: for `J > 0`, equal particle number and equal spin, the term with the
larger orbital angular momentum has the lower energy. -/
theorem hund_second_rule {U J n S L L' : ℝ} (hJ : 0 < J) (hL' : 0 ≤ L') (hL : L' < L) :
    termEnergy U J n S L < termEnergy U J n S L' := by
  have q : 0 < L * (L + 1) - L' * (L' + 1) := by nlinarith
  have := mul_pos hJ q
  unfold termEnergy
  linarith
```

Both rules are inequalities between values of `termEnergy`. They order the levels of this interaction in an isolated three-orbital shell; which triples $(n,S,L)$ occur there is a separate question.

## A Fock space that satisfies the relations

The fermion relations are realised on the exterior algebra of the six spin-orbitals, written as a Clifford algebra with zero quadratic form. Creation multiplies from the left by a spin-orbital, and annihilation contracts with its coordinate.

```lean
/-- The Fock space of six spin-orbitals, as an exterior algebra. -/
abbrev Fock := CliffordAlgebra (0 : QuadraticForm ℂ (Fin 3 × Fin 2 → ℂ))

/-- Creation on Fock space: exterior multiplication by a spin-orbital. -/
def create (i : Fin 3) (s : Fin 2) : Module.End ℂ Fock :=
  LinearMap.mulLeft ℂ (CliffordAlgebra.ι 0 (Pi.single (i, s) 1))

/-- Annihilation on Fock space: contraction with a spin-orbital coordinate. -/
def annihilate (i : Fin 3) (s : Fin 2) : Module.End ℂ Fock :=
  CliffordAlgebra.contractLeft (LinearMap.proj (i, s) : (Fin 3 × Fin 2 → ℂ) →ₗ[ℂ] ℂ)

/-- Contraction and exterior multiplication on Fock space satisfy the fermion relations. -/
theorem CAR_witness : CAR annihilate create where
  anti i s j t := by
    refine LinearMap.ext fun x => ?_
    simp only [annihilate, LinearMap.add_apply, Module.End.mul_apply, LinearMap.zero_apply]
    rw [CliffordAlgebra.contractLeft_comm, neg_add_cancel]
  mixed i s j t := by
    refine LinearMap.ext fun x => ?_
    simp only [annihilate, create, LinearMap.add_apply, Module.End.mul_apply,
      LinearMap.mulLeft_apply]
    rw [CliffordAlgebra.contractLeft_ι_mul, sub_add_cancel, LinearMap.proj_apply]
    by_cases hh : i = j ∧ s = t
    · obtain ⟨rfl, rfl⟩ := hh
      simp
    · have hne : (i, s) ≠ (j, t) := fun e => hh (Prod.mk.inj e)
      rw [if_neg hh, Pi.single_eq_of_ne hne, zero_smul, LinearMap.zero_apply]

end

end KanamoriMultiplets
```

Two contractions anticommute, which gives `anti`. Contracting a product gives the coordinate of the added spin-orbital minus the product in the other order, which gives `mixed`; the final case split decides whether that coordinate is 1 or 0. The identity therefore applies to this Fock space.

```lean
#print axioms KanamoriMultiplets.kanamori_multiplet
-- 'KanamoriMultiplets.kanamori_multiplet' depends on axioms: [propext, Classical.choice, Quot.sound]
#print axioms KanamoriMultiplets.interaction_apply_term
-- 'KanamoriMultiplets.interaction_apply_term' depends on axioms: [propext, Classical.choice, Quot.sound]
#print axioms KanamoriMultiplets.hund_first_rule
-- 'KanamoriMultiplets.hund_first_rule' depends on axioms: [propext, Classical.choice, Quot.sound]
#print axioms KanamoriMultiplets.hund_second_rule
-- 'KanamoriMultiplets.hund_second_rule' depends on axioms: [propext, Classical.choice, Quot.sound]
```
